# On a finite grid with a positive semidefinite kernel, exchange integrals are nonnegative and $J_{ab}$ is at most the mean of $J_{aa}$ and $J_{bb}$

Suppose I replace space by a finite grid and the electron repulsion by a real symmetric matrix $v(x,y)$, and require only that no real charge distribution has negative self-energy. The off-diagonal entries of $v$ may have either sign; the diagonal ones are self-energies of unit point charges and so cannot be negative. For two complex orbitals $a$ and $b$, I would then expect the exchange integral $K_{ab}$ to be real and nonnegative, and the Coulomb integral to satisfy $J_{ab}^2\le J_{aa}J_{bb}$, hence $J_{ab}\le (J_{aa}+J_{bb})/2$. Can this be made rigorous, with the complex conjugates treated honestly, and checked by machine? I would also like to know when the last inequality becomes an equality, and whether $J_{ab}$ itself has to be nonnegative.

## Everything follows from the self-energy of real charges

The positivity condition is imposed on real charge distributions only, and that is enough even for complex orbitals. For real functions $f,g$ on the grid, write

$$D(f,g)=\sum_{x,y} f(x)\,v(x,y)\,g(y).$$

I call $D(f,f)$ the self-energy of $f$; the electrostatic energy of the distribution is half of it. The assumptions are $v(x,y)=v(y,x)$ and $D(f,f)\ge 0$ for every real $f$. The two integrals are

$$J_{ab}=D(|a|^2,|b|^2),\qquad K_{ab}=\sum_{x,y}\overline{a(x)}\,b(x)\,v(x,y)\,\overline{b(y)}\,a(y).$$

**The Cauchy-Schwarz bound.** Exchanging the names of $x$ and $y$ and using the symmetry of $v$ gives $D(f,g)=D(g,f)$. Hence, for every real $t$,

$$0\le D(f+tg,f+tg)=D(f,f)+2t\,D(f,g)+t^2D(g,g).$$

A real quadratic that is never negative has a nonpositive discriminant, so $4D(f,g)^2-4D(f,f)D(g,g)\le 0$. This remains true if $D(g,g)=0$: the expression is then linear in $t$, and it can stay nonnegative for all $t$ only if $D(f,g)=0$. Setting $f=|a|^2$ and $g=|b|^2$ yields $J_{ab}^2\le J_{aa}J_{bb}$.

**The sign of the exchange integral.** Let $\rho(x)=\overline{a(x)}\,b(x)=p(x)+i\,q(x)$ with $p,q$ real. The last two orbital factors in $K_{ab}$ are $\overline{\rho(y)}$, and

$$\rho(x)\overline{\rho(y)}=p(x)p(y)+q(x)q(y)+i\,[\,q(x)p(y)-p(x)q(y)\,].$$

Summing against $v(x,y)$ gives

$$K_{ab}=D(p,p)+D(q,q)+i\,[\,D(q,p)-D(p,q)\,].$$

The bracket vanishes by symmetry. What remains is a sum of two self-energies, so $K_{ab}$ is real and nonnegative.

**The mean, and the case of equality.** Since $J_{aa}$ and $J_{bb}$ are self-energies, they are nonnegative, and the bound by their mean follows from Cauchy-Schwarz and the inequality of geometric and arithmetic means. A direct expansion says more. With $d=|a|^2-|b|^2$,

$$\frac{J_{aa}+J_{bb}}{2}-J_{ab}=\frac12 D(d,d)\ge 0.$$

If every nonzero charge distribution has strictly positive self-energy, the right-hand side vanishes exactly when $d=0$, that is, when $|a(x)|=|b(x)|$ at every grid point. The phases of the orbitals are irrelevant to this.

## Two sites with numbers

Take sites $0$ and $1$, on-site interaction $1$ and intersite interaction $1/2$, so that $D(f,f)=f_0^2+f_0f_1+f_1^2$. Choose the normalised orbitals

$$a=\tfrac{1}{\sqrt2}(1,1),\qquad b=\tfrac15(3,4i).$$

They are not orthogonal, and the results do not require it. Their densities are $(0.5,\,0.5)$ and $(0.36,\,0.64)$. Then

- $J_{aa}=0.25+0.25+0.25=0.75$,
- $J_{bb}=0.1296+0.2304+0.4096=0.7696$,
- $J_{ab}=0.5\,(0.36+0.32)+0.5\,(0.18+0.64)=0.75$.

The mean of $J_{aa}$ and $J_{bb}$ is $0.7598$, which exceeds $J_{ab}$ by $0.0098$. The density difference is $d=(0.14,-0.14)$, with $D(d,d)=0.0196$, and half of that is the same $0.0098$. Also $J_{ab}^2=0.5625$ lies below $J_{aa}J_{bb}=0.5772$.

For the exchange integral, $\rho=\tfrac{1}{5\sqrt2}(3,4i)$, so $p$ lives on site $0$ and $q$ on site $1$. The self-energies are $9/50$ and $16/50$, which gives $K_{ab}=1/2$. The cross terms $D(q,p)$ and $D(p,q)$ are both $0.12$ and cancel.

## The Lean file

```lean
import Mathlib

open ComplexConjugate

namespace CoulombExchangePositivity

noncomputable section

variable {G : Type*} [Fintype G]

/-- The interaction energy of two real charge distributions `f` and `g` on the grid
through the kernel `v`. -/
def interaction (v : G → G → ℝ) (f g : G → ℝ) : ℝ :=
  ∑ x, ∑ y, f x * v x y * g y

/-- A symmetric kernel for which every real charge distribution has nonnegative
self-energy. -/
structure PositiveKernel (v : G → G → ℝ) : Prop where
  symm : ∀ x y, v x y = v y x
  nonneg : ∀ f : G → ℝ, 0 ≤ interaction v f f

/-- A symmetric kernel for which every nonzero real charge distribution has positive
self-energy. -/
structure StrictlyPositiveKernel (v : G → G → ℝ) : Prop where
  symm : ∀ x y, v x y = v y x
  pos : ∀ f : G → ℝ, f ≠ 0 → 0 < interaction v f f

/-- The density `|a|²` of an orbital. -/
def density (a : G → ℂ) (x : G) : ℝ := ‖a x‖ ^ 2

/-- The Coulomb integral `J_ab`: the interaction of the densities of `a` and `b`. -/
def coulomb (v : G → G → ℝ) (a b : G → ℂ) : ℝ :=
  interaction v (density a) (density b)

/-- The pair density `conj a · b` of two orbitals. -/
def pairDensity (a b : G → ℂ) (x : G) : ℂ := conj (a x) * b x

/-- The exchange integral `K_ab`, as a complex double sum over the grid. -/
def exchange (v : G → G → ℝ) (a b : G → ℂ) : ℂ :=
  ∑ x, ∑ y, conj (a x) * b x * (v x y : ℂ) * (conj (b y) * a y)

/-- For a symmetric kernel the interaction energy does not depend on the order of the two
charge distributions. -/
theorem interaction_comm {v : G → G → ℝ} (hv : ∀ x y, v x y = v y x) (f g : G → ℝ) :
    interaction v f g = interaction v g f := by
  unfold interaction
  refine Finset.sum_comm.trans ?_
  refine Finset.sum_congr rfl fun x _ => Finset.sum_congr rfl fun y _ => ?_
  rw [hv y x]
  ring

/-- The self-energy of the superposed charge `f + t g` is a quadratic polynomial in `t`. -/
theorem interaction_superpose {v : G → G → ℝ} (hv : ∀ x y, v x y = v y x)
    (f g : G → ℝ) (t : ℝ) :
    interaction v (fun x => f x + t * g x) (fun x => f x + t * g x) =
      interaction v f f + 2 * t * interaction v f g + t ^ 2 * interaction v g g := by
  have expand : interaction v (fun x => f x + t * g x) (fun x => f x + t * g x) =
      interaction v f f + t * interaction v f g + t * interaction v g f
        + t ^ 2 * interaction v g g := by
    simp only [interaction, Finset.mul_sum, ← Finset.sum_add_distrib]
    refine Finset.sum_congr rfl fun x _ => Finset.sum_congr rfl fun y _ => ?_
    ring
  rw [expand, interaction_comm hv g f]
  ring

/-- Cauchy-Schwarz inequality for the interaction energy of two charge distributions. -/
theorem interaction_sq_le {v : G → G → ℝ} (hv : PositiveKernel v) (f g : G → ℝ) :
    interaction v f g ^ 2 ≤ interaction v f f * interaction v g g := by
  -- a quadratic that is never negative has a nonpositive discriminant
  have quad : ∀ t : ℝ, 0 ≤ interaction v g g * (t * t) + (2 * interaction v f g) * t
      + interaction v f f := by
    intro t
    have h := hv.nonneg (fun x => f x + t * g x)
    rw [interaction_superpose hv.symm] at h
    linarith
  have hd := discrim_le_zero quad
  unfold discrim at hd
  linarith

/-- For a symmetric kernel the exchange integral is the sum of the self-energies of the real
and imaginary parts of the pair density. -/
theorem exchange_eq_self_energies {v : G → G → ℝ} (hv : ∀ x y, v x y = v y x)
    (a b : G → ℂ) :
    exchange v a b =
      ((interaction v (fun x => (pairDensity a b x).re) (fun x => (pairDensity a b x).re)
        + interaction v (fun x => (pairDensity a b x).im)
            (fun x => (pairDensity a b x).im) : ℝ) : ℂ) := by
  apply Complex.ext
  · rw [Complex.ofReal_re]
    simp only [exchange, interaction, Complex.re_sum, ← Finset.sum_add_distrib]
    refine Finset.sum_congr rfl fun x _ => Finset.sum_congr rfl fun y _ => ?_
    simp only [pairDensity, Complex.mul_re, Complex.mul_im, Complex.conj_re,
      Complex.conj_im, Complex.ofReal_re, Complex.ofReal_im]
    ring
  · -- the imaginary part consists of two cross terms that cancel by symmetry
    have cross : (exchange v a b).im =
        interaction v (fun x => (pairDensity a b x).im) (fun x => (pairDensity a b x).re)
        - interaction v (fun x => (pairDensity a b x).re)
            (fun x => (pairDensity a b x).im) := by
      simp only [exchange, interaction, Complex.im_sum, ← Finset.sum_sub_distrib]
      refine Finset.sum_congr rfl fun x _ => Finset.sum_congr rfl fun y _ => ?_
      simp only [pairDensity, Complex.mul_re, Complex.mul_im, Complex.conj_re,
        Complex.conj_im, Complex.ofReal_re, Complex.ofReal_im]
      ring
    rw [Complex.ofReal_im, cross, interaction_comm hv, sub_self]

/-- The mean of `J_aa` and `J_bb` exceeds `J_ab` by half the self-energy of the density
difference. -/
theorem coulomb_gap {v : G → G → ℝ} (hv : ∀ x y, v x y = v y x) (a b : G → ℂ) :
    (coulomb v a a + coulomb v b b) / 2 - coulomb v a b =
      interaction v (fun x => density a x - density b x)
        (fun x => density a x - density b x) / 2 := by
  have e : (fun x => density a x - density b x) =
      fun x => density a x + (-1) * density b x := by
    funext x
    ring
  rw [e, interaction_superpose hv]
  unfold coulomb
  ring

/-- For a positive kernel `K_ab` is real and nonnegative, `J_ab² ≤ J_aa J_bb`, and `J_ab` is
at most the mean of `J_aa` and `J_bb`. -/
theorem exchange_nonneg_and_coulomb_bounds {v : G → G → ℝ} (hv : PositiveKernel v)
    (a b : G → ℂ) :
    (exchange v a b).im = 0 ∧ 0 ≤ (exchange v a b).re ∧
      coulomb v a b ^ 2 ≤ coulomb v a a * coulomb v b b ∧
      coulomb v a b ≤ (coulomb v a a + coulomb v b b) / 2 := by
  refine ⟨?_, ?_, interaction_sq_le hv _ _, ?_⟩
  · rw [exchange_eq_self_energies hv.symm, Complex.ofReal_im]
  · rw [exchange_eq_self_energies hv.symm, Complex.ofReal_re]
    exact add_nonneg (hv.nonneg _) (hv.nonneg _)
  · have gap := coulomb_gap hv.symm a b
    have pos := hv.nonneg (fun x => density a x - density b x)
    linarith

/-- For a strictly positive kernel, `J_ab` equals the mean of `J_aa` and `J_bb` exactly when
the two orbitals have the same modulus at every grid point. -/
theorem coulomb_eq_mean_iff {v : G → G → ℝ} (hv : StrictlyPositiveKernel v)
    (a b : G → ℂ) :
    coulomb v a b = (coulomb v a a + coulomb v b b) / 2 ↔ ∀ x, ‖a x‖ = ‖b x‖ := by
  constructor
  · intro h x
    have gap := coulomb_gap hv.symm a b
    -- the density difference has no self-energy, so it vanishes
    have zero : (fun x => density a x - density b x) = 0 := by
      by_contra hne
      have pos := hv.pos _ hne
      linarith
    have hx : density a x - density b x = 0 := congrFun zero x
    exact (sq_eq_sq₀ (norm_nonneg _) (norm_nonneg _)).mp (sub_eq_zero.mp hx)
  · intro h
    have hd : density a = density b := by
      funext x
      simp only [density, h x]
    simp only [coulomb, hd]
    ring

/-- The kernel on two sites with on-site interaction `1` and intersite interaction `c`. -/
def twoSite (c : ℝ) (x y : Fin 2) : ℝ := if x = y then 1 else c

/-- The two-site kernel with intersite interaction `1/2` is strictly positive. -/
theorem strictlyPositiveKernel_witness : StrictlyPositiveKernel (twoSite (1 / 2)) where
  symm x y := by fin_cases x <;> fin_cases y <;> simp [twoSite]
  pos f hf := by
    have e : interaction (twoSite (1 / 2)) f f = f 0 ^ 2 + f 0 * f 1 + f 1 ^ 2 := by
      simp [interaction, twoSite, Fin.sum_univ_two]
      ring
    rw [e]
    by_contra hneg
    have h0 : f 0 ^ 2 ≤ 0 := by nlinarith [sq_nonneg (f 0 / 2 + f 1)]
    have h1 : f 1 ^ 2 ≤ 0 := by nlinarith [sq_nonneg (f 0 + f 1 / 2)]
    apply hf
    funext x
    fin_cases x
    · exact (pow_eq_zero_iff two_ne_zero).mp (le_antisymm h0 (sq_nonneg _))
    · exact (pow_eq_zero_iff two_ne_zero).mp (le_antisymm h1 (sq_nonneg _))

/-- The two-site kernel with intersite interaction `-1` is positive, and orbitals localised
on the two different sites have `J_ab = -1`. -/
theorem coulomb_can_be_negative :
    PositiveKernel (twoSite (-1)) ∧ coulomb (twoSite (-1)) ![1, 0] ![0, 1] = -1 := by
  refine ⟨⟨fun x y => ?_, fun f => ?_⟩, ?_⟩
  · fin_cases x <;> fin_cases y <;> simp [twoSite]
  · have e : interaction (twoSite (-1)) f f = (f 0 - f 1) ^ 2 := by
      simp [interaction, twoSite, Fin.sum_univ_two]
      ring
    rw [e]
    exact sq_nonneg _
  · simp [coulomb, interaction, density, twoSite, Fin.sum_univ_two]

end

end CoulombExchangePositivity
```

```lean
#print axioms CoulombExchangePositivity.exchange_nonneg_and_coulomb_bounds
#print axioms CoulombExchangePositivity.coulomb_eq_mean_iff
#print axioms CoulombExchangePositivity.coulomb_can_be_negative
```

```
'CoulombExchangePositivity.exchange_nonneg_and_coulomb_bounds' depends on axioms: [propext, Classical.choice, Quot.sound]
'CoulombExchangePositivity.coulomb_eq_mean_iff' depends on axioms: [propext, Classical.choice, Quot.sound]
'CoulombExchangePositivity.coulomb_can_be_negative' depends on axioms: [propext, Classical.choice, Quot.sound]
```

## What the theorems say about orbitals and kernels

The grid is a finite type `G`, and an orbital is any function `G → ℂ`. Neither normalisation nor orthogonality is assumed, and there is no spin variable. `interaction v f g` is $D(f,g)$, `density a` is $|a|^2$, and `coulomb v a b` is $J_{ab}$, a real number by definition. By contrast, `exchange v a b` is defined as a complex number, so its reality is something to prove. No quadrature weights appear in the sums; on a weighted grid they can be absorbed into $v$.

The main theorem, `exchange_nonneg_and_coulomb_bounds`, takes a `PositiveKernel` and two arbitrary orbitals. It states four things: the imaginary part of $K_{ab}$ is zero, its real part is nonnegative, $J_{ab}^2\le J_{aa}J_{bb}$, and $J_{ab}\le(J_{aa}+J_{bb})/2$.

The condition in `PositiveKernel` stands for the physical requirement that no arrangement of charge, including one of mixed sign, has negative interaction energy with itself. The continuum Coulomb repulsion has this property. A discretised version need not inherit it, because $1/r$ has no finite value at coinciding points and too small a replacement on the diagonal of $v$ spoils positivity. The file assumes the condition for a general $v$ and does not derive it from $1/r$.

`coulomb_eq_mean_iff` treats equality with the mean under the stronger hypothesis `StrictlyPositiveKernel`, in which every nonzero real charge has positive self-energy. The two-site kernel of the numerical example, `twoSite (1 / 2)`, is shown to meet this hypothesis.

As for the sign of $J_{ab}$, it is nonnegative whenever all entries of $v$ are, as for a pure repulsion, because densities are nonnegative. Under the positivity condition alone it can be negative. `coulomb_can_be_negative` uses intersite interaction $-1$, for which $D(f,f)=(f_0-f_1)^2$. The kernel is positive in the required sense, yet orbitals localised on different sites have $J_{ab}=-1$. Positivity of the quadratic form therefore does not imply repulsion between every pair of points; here the two sites attract. The converse implication fails too: with on-site interaction $1$ and intersite interaction $2$ all entries of $v$ are positive, but the charge $(1,-1)$ has self-energy $-2$. The theorems do not compare $J_{ab}$ with $K_{ab}$: they give no sign for $J_{ab}-K_{ab}$.

In Hartree-Fock theory on a finite grid with such a kernel, the result means that the exchange term $-K_{ab}$ between two occupied orbitals of equal spin never raises the energy, and that the magnitude of their Coulomb integral is controlled by the two self-repulsions.

## How the proof follows the algebra

`interaction_comm` is the exchange of summation names: `Finset.sum_comm` swaps the two sums, and the symmetry hypothesis restores the order of the arguments of $v$. `interaction_superpose` is the expansion of $D(f+tg,f+tg)$. Its intermediate step `expand` compares the double sums term by term, where `ring` does the multiplication, and `interaction_comm` then merges the two mixed terms into $2t\,D(f,g)$.

In `interaction_sq_le`, which assumes a `PositiveKernel`, the statement `quad` says that this quadratic is nonnegative for every $t$. Mathlib's `discrim_le_zero` turns it into the discriminant inequality, including the degenerate case $D(g,g)=0$, and `linarith` removes the factor $4$.

`exchange_eq_self_energies` is the decomposition of $K_{ab}$. `Complex.ext` reduces the equality of complex numbers to equality of real and imaginary parts. The real parts agree term by term once the products are expanded. For the imaginary part, `cross` establishes the difference $D(q,p)-D(p,q)$, and `interaction_comm` makes it zero. Only symmetry is used here; positivity is needed for the sign of $K_{ab}$.

`coulomb_gap` writes the density difference as $|a|^2+(-1)|b|^2$ and applies the superposition formula at $t=-1$. Its docstring does not mention it, but the identity needs a symmetric $v$; positivity is not needed. The main theorem then assembles the parts. The two statements about $K_{ab}$ come from the decomposition, with `add_nonneg` adding the two self-energies. The squared bound is `interaction_sq_le` applied to the densities. The bound by the mean comes from `coulomb_gap` and the nonnegative self-energy of the density difference, without passing through a square root.

For the forward direction of `coulomb_eq_mean_iff`, equality makes the self-energy of $d$ vanish. If $d$ were nonzero, strict positivity would contradict this, which is the argument inside `zero`. Equal squares of nonnegative moduli then give equal moduli. Conversely, equal moduli give equal densities, and all three Coulomb integrals coincide.

The strict positivity of the two-site kernel rests on completing the square,

$$f_0^2+f_0f_1+f_1^2=\left(\tfrac{f_0}{2}+f_1\right)^2+\tfrac34 f_0^2,$$

and on the same identity with the sites exchanged. If the form were not positive, these identities would force $f_0^2\le0$ and $f_1^2\le0$, so $f$ would be zero. The squares supplied to `nlinarith` are the ones in these identities. For the kernel with coupling $-1$, the self-energy is rewritten as the single square $(f_0-f_1)^2$, and the value of $J_{ab}$ is found by evaluating the four terms of the double sum.
